# Moving one end of a bond sideways couples σ and π p orbitals at first order when their integrals differ

Let r ≠ 0 join two atoms, with length R and unit direction d. The Slater-Koster block between their p orbitals is

B(r) = s(R) ddᵀ + p(R)(1 − ddᵀ),

where s and p are the σ and π integrals (usually V_ppσ and V_ppπ), not orbital labels. Moving the atom at the tip of r by tu, with the other atom held fixed, turns r into r + tu. If both integrals are differentiable at R and u ⊥ d, then

d/dt B(r + tu) at t = 0 equals ((s − p)/R)(udᵀ + duᵀ).

Both integrals are stationary under this motion. Nevertheless, for u ≠ 0, the element between the orbitals along d and along u changes at first order exactly when s(R) ≠ p(R). Here σ and π refer to the original bond axis, and the orbitals keep their orientation in space.

Such derivatives enter forces and electron-phonon couplings in tight-binding models, here for two-centre integrals that depend on distance alone. That a real material's matrix elements have this form is assumed in the definition of B.

## The bond and its block

The type `n` labels a finite set of Cartesian axes, three in the textbook case. Vectors are functions `n → ℝ`.

```lean
import Mathlib

open Matrix

namespace SlaterKosterDerivative

noncomputable section

variable {n : Type*} [Fintype n]
```

The length is R = √(r·r), with `⬝ᵥ` as the dot product.

```lean
/-- The bond length `R`, the Euclidean norm of the bond vector `r`. -/
def bondLength (r : n → ℝ) : ℝ := √(r ⬝ᵥ r)
```

The direction is d = r/R.

```lean
/-- The unit vector `d = r / R` along the bond, meant for `r ≠ 0`. -/
def bondDir (r : n → ℝ) : n → ℝ := (bondLength r)⁻¹ • r
```

A general displacement w has the sideways part w⊥ = w − (d·w)d.

```lean
/-- The part of a displacement `w` perpendicular to the bond `r`, meant for `r ≠ 0`. -/
def sideways (r w : n → ℝ) : n → ℝ := w - (bondDir r ⬝ᵥ w) • bondDir r
```

In the block, `vecMulVec a b` is the matrix abᵀ, so ddᵀ projects onto the σ orbital and 1 − ddᵀ onto the π orbitals.

```lean
/-- The Slater-Koster block between p orbitals on two atoms, with sigma integral `s` and
pi integral `p` depending on the bond length; meant for `r ≠ 0`. -/
def skBlock [DecidableEq n] (s p : ℝ → ℝ) (r : n → ℝ) : Matrix n n ℝ :=
  s (bondLength r) • vecMulVec (bondDir r) (bondDir r)
    + p (bondLength r) • (1 - vecMulVec (bondDir r) (bondDir r))
```

## How length and direction change

Since r·r is a sum of squares that vanishes only for r = 0, a nonzero bond has R > 0.

```lean
/-- A nonzero bond vector has positive length. -/
theorem bondLength_pos {r : n → ℝ} (hr : r ≠ 0) : 0 < bondLength r := by
  have h0 : 0 ≤ r ⬝ᵥ r := Finset.sum_nonneg fun i _ => mul_self_nonneg (r i)
  have h1 : r ⬝ᵥ r ≠ 0 := fun h => hr (dotProduct_self_eq_zero.mp h)
  exact Real.sqrt_pos.mpr (lt_of_le_of_ne h0 h1.symm)
```

Along the line r + tw,

(r + tw)·(r + tw) = r·r + 2t(r·w) + t²(w·w),

whose derivative at t = 0 is 2(r·w). The square root is differentiable there because r·r ≠ 0, and

R′ = 2(r·w)/(2R) = d·w.

`HasDerivAt f a x` says that f is differentiable at x with derivative a. The proof expands the polynomial, differentiates it, and applies the square-root rule.

```lean
/-- For a nonzero bond vector, the bond length changes at first order by the component of the
displacement along the bond. -/
theorem hasDerivAt_bondLength {r : n → ℝ} (hr : r ≠ 0) (w : n → ℝ) :
    HasDerivAt (fun t : ℝ => bondLength (r + t • w)) (bondDir r ⬝ᵥ w) 0 := by
  have h1 : r ⬝ᵥ r ≠ 0 := fun h => hr (dotProduct_self_eq_zero.mp h)
  -- the squared length is a quadratic polynomial in `t`
  have hq : HasDerivAt (fun t : ℝ => (r + t • w) ⬝ᵥ (r + t • w)) (2 * (r ⬝ᵥ w)) 0 := by
    have e : (fun t : ℝ => (r + t • w) ⬝ᵥ (r + t • w))
        = fun t : ℝ => r ⬝ᵥ r + t * (2 * (r ⬝ᵥ w)) + t ^ 2 * (w ⬝ᵥ w) := by
      funext t
      simp only [add_dotProduct, dotProduct_add, smul_dotProduct, dotProduct_smul, smul_eq_mul]
      rw [dotProduct_comm w r]
      ring
    rw [e]
    have h := (((hasDerivAt_id' (0 : ℝ)).mul_const (2 * (r ⬝ᵥ w))).const_add (r ⬝ᵥ r)).fun_add
      (((hasDerivAt_id' (0 : ℝ)).fun_pow 2).mul_const (w ⬝ᵥ w))
    exact h.congr_deriv (by simp)
  have h := hq.sqrt (by simp only [zero_smul, add_zero]; exact h1)
  refine h.congr_deriv ?_
  simp only [zero_smul, add_zero]
  change 2 * (r ⬝ᵥ w) / (2 * bondLength r) = _
  rw [bondDir, smul_dotProduct, smul_eq_mul, mul_div_mul_left _ _ two_ne_zero, div_eq_inv_mul]
```

The quotient rule for dᵢ = (rᵢ + twᵢ)/R, followed by rᵢ = Rdᵢ, gives

dᵢ′ = (wᵢR − rᵢ(d·w))/R² = (wᵢ − (d·w)dᵢ)/R = (w⊥)ᵢ/R.

In Lean, `fun_div` supplies the quotient rule and `hri` the substitution for rᵢ.

```lean
/-- For a nonzero bond vector, the bond direction turns at first order by the sideways part of
the displacement divided by the bond length. -/
theorem hasDerivAt_bondDir {r : n → ℝ} (hr : r ≠ 0) (w : n → ℝ) (i : n) :
    HasDerivAt (fun t : ℝ => bondDir (r + t • w) i) (sideways r w i / bondLength r) 0 := by
  have hR := (bondLength_pos hr).ne'
  have e : (fun t : ℝ => bondDir (r + t • w) i)
      = fun t : ℝ => (r i + t * w i) / bondLength (r + t • w) := by
    funext t
    simp only [bondDir, Pi.smul_apply, Pi.add_apply, smul_eq_mul]
    ring
  have hn : HasDerivAt (fun t : ℝ => r i + t * w i) (w i) 0 :=
    (((hasDerivAt_id' (0 : ℝ)).mul_const (w i)).const_add (r i)).congr_deriv (by simp)
  have hri : r i = bondLength r * bondDir r i := by
    simp only [bondDir, Pi.smul_apply, smul_eq_mul]
    rw [mul_inv_cancel_left₀ hR]
  rw [e]
  have h := hn.fun_div (hasDerivAt_bondLength hr w)
    (by simp only [zero_smul, add_zero]; exact hR)
  refine h.congr_deriv ?_
  simp only [zero_smul, add_zero, zero_mul, sideways, Pi.sub_apply, Pi.smul_apply, smul_eq_mul]
  rw [hri, div_eq_div_iff (pow_ne_zero 2 hR) hR]
  ring
```

For an integral f with radial slope f′(R), the chain rule gives

d/dt f(R) = f′(R)(d·w),

which vanishes for sideways motion.

```lean
/-- For a nonzero bond vector, an integral `f` differentiable at the bond length changes at first
order by its radial slope times the component of the displacement along the bond. -/
theorem hasDerivAt_integral {r : n → ℝ} (hr : r ≠ 0) {f : ℝ → ℝ} {f' : ℝ}
    (hf : HasDerivAt f f' (bondLength r)) (w : n → ℝ) :
    HasDerivAt (fun t : ℝ => f (bondLength (r + t • w))) (f' * (bondDir r ⬝ᵥ w)) 0 :=
  hf.comp_of_eq 0 (hasDerivAt_bondLength hr w) (by simp)
```

## The derivative of the block

The product rule first gives

(dᵢdⱼ)′ = ((w⊥)ᵢdⱼ + dᵢ(w⊥)ⱼ)/R.

Applying it again to s dᵢdⱼ + p(δᵢⱼ − dᵢdⱼ), where δᵢⱼ is the identity matrix, yields

Bᵢⱼ′ = (d·w)[s′dᵢdⱼ + p′(δᵢⱼ − dᵢdⱼ)] + ((s − p)/R)[(w⊥)ᵢdⱼ + dᵢ(w⊥)ⱼ].

The first term stretches the bond and the second rotates it. The numbers `s'` and `p'` are the slopes at R. The Lean proof forms the same products with `fun_mul`, and `ring` collects the terms.

```lean
variable [DecidableEq n]

/-- Derivative of the Slater-Koster block along any displacement `w` of a nonzero bond vector, for
integrals differentiable at the bond length: a radial part with the slopes of the integrals, and a
rotational part with the difference `s - p` of the integrals themselves over the bond length. -/
theorem hasDerivAt_skBlock {r : n → ℝ} (hr : r ≠ 0) {s p : ℝ → ℝ} {s' p' : ℝ}
    (hs : HasDerivAt s s' (bondLength r)) (hp : HasDerivAt p p' (bondLength r))
    (w : n → ℝ) (i j : n) :
    HasDerivAt (fun t : ℝ => skBlock s p (r + t • w) i j)
      (((bondDir r ⬝ᵥ w) • (s' • vecMulVec (bondDir r) (bondDir r)
            + p' • (1 - vecMulVec (bondDir r) (bondDir r)))
        + ((s (bondLength r) - p (bondLength r)) / bondLength r) •
          (vecMulVec (sideways r w) (bondDir r) + vecMulVec (bondDir r) (sideways r w))) i j)
      0 := by
  have hdd := (hasDerivAt_bondDir hr w i).fun_mul (hasDerivAt_bondDir hr w j)
  -- product rule for the sigma and the pi projector
  have h := ((hasDerivAt_integral hr hs w).fun_mul hdd).fun_add
    ((hasDerivAt_integral hr hp w).fun_mul (hdd.const_sub ((1 : Matrix n n ℝ) i j)))
  simp only [skBlock, Matrix.add_apply, Matrix.smul_apply, Matrix.sub_apply,
    vecMulVec_apply, smul_eq_mul]
  refine h.congr_deriv ?_
  simp only [zero_smul, add_zero]
  ring
```

For w = u with d·u = 0, the radial term disappears and u⊥ = u. What remains is the formula stated at the start, entry by entry:

Bᵢⱼ′ = ((s − p)/R)(uᵢdⱼ + dᵢuⱼ).

```lean
/-- For a nonzero bond vector, integrals differentiable at the bond length and a displacement `u`
perpendicular to the bond, the block has derivative `((s - p) / R) (u dᵀ + d uᵀ)`. -/
theorem hasDerivAt_skBlock_sideways {r u : n → ℝ} (hr : r ≠ 0) (hu : bondDir r ⬝ᵥ u = 0)
    {s p : ℝ → ℝ} (hs : DifferentiableAt ℝ s (bondLength r))
    (hp : DifferentiableAt ℝ p (bondLength r)) (i j : n) :
    HasDerivAt (fun t : ℝ => skBlock s p (r + t • u) i j)
      ((((s (bondLength r) - p (bondLength r)) / bondLength r) •
        (vecMulVec u (bondDir r) + vecMulVec (bondDir r) u)) i j) 0 := by
  have h := hasDerivAt_skBlock hr hs.hasDerivAt hp.hasDerivAt u i j
  simpa only [sideways, hu, zero_smul, sub_zero, zero_add] using h
```

## Coupling between fixed orbitals

From here on, w gives the direction of an orbital, and the displacement is the sideways u. For p orbitals along fixed vectors v and w, the matrix element is v·Bw = Σᵢⱼ vᵢBᵢⱼwⱼ. Differentiating the finite sum term by term gives

(v·Bw)′ = ((s − p)/R)[(v·u)(d·w) + (v·d)(u·w)].

With v = w = d, both products vanish because d·u = 0. With v and w both perpendicular to d, they vanish again. The σσ and ππ elements are therefore stationary.

The proof differentiates the double sum, then matches it with the products of dot products.

```lean
/-- For a nonzero bond vector displaced along a perpendicular `u`, with integrals differentiable at
the bond length, the derivative of the matrix element `v · B w` between p orbitals along fixed
vectors `v` and `w`. -/
theorem hasDerivAt_element {r u : n → ℝ} (hr : r ≠ 0) (hu : bondDir r ⬝ᵥ u = 0)
    {s p : ℝ → ℝ} (hs : DifferentiableAt ℝ s (bondLength r))
    (hp : DifferentiableAt ℝ p (bondLength r)) (v w : n → ℝ) :
    HasDerivAt (fun t : ℝ => v ⬝ᵥ (skBlock s p (r + t • u) *ᵥ w))
      ((s (bondLength r) - p (bondLength r)) / bondLength r *
        ((v ⬝ᵥ u) * (bondDir r ⬝ᵥ w) + (v ⬝ᵥ bondDir r) * (u ⬝ᵥ w))) 0 := by
  have h : HasDerivAt (fun t : ℝ => v ⬝ᵥ (skBlock s p (r + t • u) *ᵥ w))
      (v ⬝ᵥ ((((s (bondLength r) - p (bondLength r)) / bondLength r) •
        (vecMulVec u (bondDir r) + vecMulVec (bondDir r) u)) *ᵥ w)) 0 := by
    simp only [dotProduct, Matrix.mulVec]
    refine HasDerivAt.fun_sum fun i _ => ?_
    refine HasDerivAt.const_mul (v i) ?_
    refine HasDerivAt.fun_sum fun j _ => ?_
    exact (hasDerivAt_skBlock_sideways hr hu hs hp i j).mul_const (w j)
  refine h.congr_deriv ?_
  -- compare the two double sums term by term
  simp only [dotProduct, Matrix.mulVec, Matrix.smul_apply, Matrix.add_apply,
    vecMulVec_apply, smul_eq_mul]
  rw [Finset.sum_mul_sum, Finset.sum_mul_sum, ← Finset.sum_add_distrib, Finset.mul_sum]
  refine Finset.sum_congr rfl fun i _ => ?_
  rw [← Finset.sum_add_distrib, Finset.mul_sum, Finset.mul_sum]
  refine Finset.sum_congr rfl fun j _ => ?_
  ring
```

For v = d and w = u, using d·d = 1 and d·u = 0,

(d·Bu)′ = ((s − p)/R)(u·u).

The vector u need not be normalised. For the normalised π orbital along u/|u|, the rate is (s − p)|u|/R. Since u·u > 0 and R > 0, either rate is nonzero exactly when s(R) ≠ p(R).

The theorem joins this equivalence, stated for the unnormalised u, to the stationarity of both integrals. Its proof evaluates the derivative with the preceding formula and checks the two directions separately.

```lean
/-- Let a nonzero bond be displaced along a nonzero `u` perpendicular to it, with both integrals
differentiable at the bond length. Both integrals are stationary, and the element between the
orbitals along the original bond and along `u` changes at first order exactly when the integrals
differ. -/
theorem sigma_pi_mixing {r u : n → ℝ} (hr : r ≠ 0) (hu : bondDir r ⬝ᵥ u = 0) (hu0 : u ≠ 0)
    {s p : ℝ → ℝ} (hs : DifferentiableAt ℝ s (bondLength r))
    (hp : DifferentiableAt ℝ p (bondLength r)) :
    HasDerivAt (fun t : ℝ => s (bondLength (r + t • u))) 0 0 ∧
    HasDerivAt (fun t : ℝ => p (bondLength (r + t • u))) 0 0 ∧
    (deriv (fun t : ℝ => bondDir r ⬝ᵥ (skBlock s p (r + t • u) *ᵥ u)) 0 ≠ 0 ↔
      s (bondLength r) ≠ p (bondLength r)) := by
  have hR := (bondLength_pos hr).ne'
  have huu : u ⬝ᵥ u ≠ 0 := fun h => hu0 (dotProduct_self_eq_zero.mp h)
  -- the bond direction is a unit vector
  have hdd : bondDir r ⬝ᵥ bondDir r = 1 := by
    have hsq : r ⬝ᵥ r = bondLength r * bondLength r :=
      (Real.mul_self_sqrt (Finset.sum_nonneg fun i _ => mul_self_nonneg (r i))).symm
    rw [bondDir, smul_dotProduct, dotProduct_smul, smul_eq_mul, smul_eq_mul, hsq,
      inv_mul_cancel_left₀ hR, inv_mul_cancel₀ hR]
  refine ⟨(hasDerivAt_integral hr hs.hasDerivAt u).congr_deriv (by rw [hu, mul_zero]),
    (hasDerivAt_integral hr hp.hasDerivAt u).congr_deriv (by rw [hu, mul_zero]), ?_⟩
  rw [(hasDerivAt_element hr hu hs hp (bondDir r) u).deriv, hu, hdd, mul_zero, zero_add, one_mul]
  constructor
  · intro h e
    apply h
    rw [e, sub_self, zero_div, zero_mul]
  · intro h
    exact mul_ne_zero (div_ne_zero (sub_ne_zero.mpr h) hR) huu

end

end SlaterKosterDerivative
```

```lean
#print axioms SlaterKosterDerivative.sigma_pi_mixing
-- 'SlaterKosterDerivative.sigma_pi_mixing' depends on axioms: [propext, Classical.choice, Quot.sound]
```
